# From the start $A^{T}/\|A\|_F^2$, the Newton–Schulz iteration converges to the inverse of any invertible real matrix $A$

With a badly chosen start, the Newton–Schulz iteration $X \mapsto X(2-AX)$ never finds the inverse. Already for the number $A=1$, the start $X=3$ gives $-3$, $-15$, $-255$ and so on, while the start $X=2$ gives $0$ and stays there.

I want the inverse of the overlap matrix $S$ of a nonorthogonal basis, to turn $Hv = E\,Sv$ into $S^{-1}Hv = E\,v$, where $H$ is the Hamiltonian matrix, $v$ holds the coefficients of an orbital and $E$ is its energy. The iteration appeals to me because each step consists of matrix products and a subtraction. But a good start seems to require knowing roughly what the inverse is, which is what I'm trying to compute. Is there a start that I can write down from the entries of the matrix and that works however ill-conditioned it is? And how many steps would it take?

## The scaled transpose as a start

Yes: take the transpose and divide it by the sum of the squared entries. In exact arithmetic this works for every invertible real matrix $A$ of finite size $N\ge 1$, symmetric or not. Write $\|A\|_F^2=\sum_{ij}A_{ij}^2$ for the squared Frobenius norm, and set

$$X_0=\frac{A^T}{\|A\|_F^2},\qquad X_{k+1}=X_k(2-AX_k),$$

where $2$ means twice the identity. The start needs a transpose, a sum and one scalar division; after that there are two matrix products per step.

**The residual squares itself.** For any matrix $X$,

$$1-AX(2-AX)=1-2AX+(AX)^2=(1-AX)^2 .$$

By induction, $1-AX_k=(1-AX_0)^{2^k}$ for any start. Everything therefore depends on whether the powers of the initial residual $R=1-AX_0$ die out.

**The initial residual contracts.** For the start above, $R=1-c\,AA^T$ with $c=1/\|A\|_F^2$. Take any matrix $B$ and put $C=A^TB$, so that $RB=B-c\,AC$. Since $\|M\|_F^2=\operatorname{tr}(M^TM)$ and both cross terms equal $\operatorname{tr}(C^TC)$,

$$\|RB\|_F^2=\|B\|_F^2-2c\,\|C\|_F^2+c^2\|AC\|_F^2 .$$

The Cauchy–Schwarz inequality, applied to each entry of a product, gives $\|MP\|_F\le\|M\|_F\|P\|_F$ for any two square matrices $M,P$ of this size. It is used twice:

- $c^2\|AC\|_F^2\le c^2\|A\|_F^2\|C\|_F^2=c\,\|C\|_F^2$.
- $B=(A^{-1})^TC$, so $\|B\|_F^2\le\|A^{-1}\|_F^2\|C\|_F^2$.

With $\kappa^2=\|A\|_F^2\|A^{-1}\|_F^2$, these combine to

$$\|RB\|_F^2\le\|B\|_F^2-c\,\|C\|_F^2\le\Bigl(1-\frac1{\kappa^2}\Bigr)\|B\|_F^2 .$$

The same product inequality applied to $1=AA^{-1}$ gives $N\le\kappa^2$, so the factor lies in $[0,1)$.

**The rate and the limit.** Starting from $B=1$, whose squared norm is $N$, and multiplying by $R$ a total of $2^k$ times,

$$\|1-AX_k\|_F^2\le N\Bigl(1-\frac1{\kappa^2}\Bigr)^{2^k}.$$

Finally $A^{-1}-X_k=A^{-1}(1-AX_k)$, so the error is at most $\|A^{-1}\|_F$ times the norm of the residual, and it tends to zero.

As for the number of steps, $1-x\le e^{-x}$ shows that the residual norm is below $\varepsilon$ once $2^k>\kappa^2\ln(N/\varepsilon^2)$, for $0<\varepsilon<1$. For fixed $N$ and $\varepsilon$, the number of steps needed thus grows at most like the logarithm of $\kappa^2$. This $\kappa$ is built from Frobenius norms and is larger than the usual spectral condition number when $N>1$; even the identity matrix has $\kappa^2=N^2$.

### What the Lean statements say

In the code, `n` is a finite index type, which you can read as the set of basis functions; its size, my $N$, is `Fintype.card n`. `frobSq` is the squared Frobenius norm, `condSq` is $\kappa^2$, and `newtonSchulz A X₀ k` is the iterate $X_k$ from the start `X₀`. The hypothesis `IsUnit A.det` says that the determinant is nonzero; for an overlap matrix this means that the basis functions are linearly independent. `[Nonempty n]` says $N\ge1$.

- `residual_eq` is the power law for the residual. It holds for every real square matrix and every start, without invertibility.
- `residual_bound` is the explicit rate from the start `universalStart A`.
- `newtonSchulz_tendsto_inv` says that the iterates converge to `A⁻¹` in the usual topology on matrices, which means entry by entry.
- `newtonSchulz_bad_start` says that from $2A^{-1}$ every iterate after the start is zero.

The matrices have real entries, so an overlap matrix with complex entries, which complex orbitals can produce, is not directly covered; the corresponding start there uses the conjugate transpose. The step from this model to a running program is the assumption that the start and every step are computed without rounding and without discarding small elements.

```lean
import Mathlib

open Matrix Filter Topology

namespace NewtonSchulzInverse

noncomputable section

variable {n : Type*} [Fintype n] [DecidableEq n]

/-- The squared Frobenius norm of a real square matrix: the sum of its squared entries. -/
def frobSq (A : Matrix n n ℝ) : ℝ := ∑ i, ∑ j, A i j ^ 2

/-- The Newton-Schulz iteration `X ↦ X (2 - A X)` started from `X₀`. -/
def newtonSchulz (A X₀ : Matrix n n ℝ) : ℕ → Matrix n n ℝ
  | 0 => X₀
  | k + 1 => newtonSchulz A X₀ k * (2 - A * newtonSchulz A X₀ k)

/-- The universal start: the transpose of `A` divided by its squared Frobenius norm,
for `A ≠ 0`. -/
def universalStart (A : Matrix n n ℝ) : Matrix n n ℝ := (frobSq A)⁻¹ • Aᵀ

/-- The squared Frobenius condition number of an invertible matrix `A`. -/
def condSq (A : Matrix n n ℝ) : ℝ := frobSq A * frobSq A⁻¹

omit [DecidableEq n] in
/-- The squared Frobenius norm of `A` is the trace of `Aᵀ A`. -/
theorem frobSq_eq_trace (A : Matrix n n ℝ) : frobSq A = trace (Aᵀ * A) := by
  rw [frobSq, Finset.sum_comm]
  simp [Matrix.trace, Matrix.mul_apply, sq]

omit [DecidableEq n] in
/-- The Frobenius norm of a product is at most the product of the Frobenius norms
(stated for the squares). -/
theorem frobSq_mul_le (A B : Matrix n n ℝ) : frobSq (A * B) ≤ frobSq A * frobSq B := by
  have hB : frobSq B = ∑ j, ∑ k, B k j ^ 2 := Finset.sum_comm
  calc frobSq (A * B) ≤ ∑ i, ∑ j, (∑ k, A i k ^ 2) * (∑ k, B k j ^ 2) := by
        refine Finset.sum_le_sum fun i _ => Finset.sum_le_sum fun j _ => ?_
        rw [Matrix.mul_apply]
        exact Finset.sum_mul_sq_le_sq_mul_sq _ _ _
    _ = frobSq A * frobSq B := by
        rw [hB, frobSq, Finset.sum_mul_sum]

/-- For an invertible matrix the squared Frobenius condition number is at least
the dimension. -/
theorem card_le_condSq (A : Matrix n n ℝ) (hA : IsUnit A.det) :
    (Fintype.card n : ℝ) ≤ condSq A := by
  have h1 : frobSq (1 : Matrix n n ℝ) = Fintype.card n := by
    rw [frobSq_eq_trace]
    simp
  rw [← h1, ← Matrix.mul_nonsing_inv A hA]
  exact frobSq_mul_le A A⁻¹

/-- After `k` Newton-Schulz steps from any start, the residual `1 - A X` is the initial
residual raised to the power `2 ^ k`. -/
theorem residual_eq (A X₀ : Matrix n n ℝ) (k : ℕ) :
    1 - A * newtonSchulz A X₀ k = (1 - A * X₀) ^ (2 ^ k) := by
  induction k with
  | zero => simp [newtonSchulz]
  | succ k ih =>
    -- one step squares the residual
    have step : ∀ X : Matrix n n ℝ, 1 - A * (X * (2 - A * X)) = (1 - A * X) ^ 2 := by
      intro X
      rw [← one_add_one_eq_two, pow_two]
      noncomm_ring
    rw [newtonSchulz, step, ih, ← pow_mul, ← pow_succ]

/-- For invertible `A` of nonzero dimension, multiplication by the residual of the universal
start shrinks the squared Frobenius norm at least by the factor `1 - 1 / condSq A`. -/
theorem residual_contraction [Nonempty n] (A B : Matrix n n ℝ) (hA : IsUnit A.det) :
    frobSq ((1 - A * universalStart A) * B) ≤ (1 - 1 / condSq A) * frobSq B := by
  have nonneg : ∀ M : Matrix n n ℝ, 0 ≤ frobSq M := fun M =>
    Finset.sum_nonneg fun i _ => Finset.sum_nonneg fun j _ => sq_nonneg _
  have hcard : (0 : ℝ) < Fintype.card n := Nat.cast_pos.2 Fintype.card_pos
  have hκ : 0 < frobSq A * frobSq A⁻¹ := hcard.trans_le (card_le_condSq A hA)
  have hf : 0 < frobSq A := pos_of_mul_pos_left hκ (nonneg _)
  have hg : 0 < frobSq A⁻¹ := pos_of_mul_pos_right hκ (nonneg _)
  obtain ⟨C, hC⟩ : ∃ C, C = Aᵀ * B := ⟨_, rfl⟩
  obtain ⟨c, hc⟩ : ∃ c, c = (frobSq A)⁻¹ := ⟨_, rfl⟩
  have hR : (1 - A * universalStart A) * B = B - c • (A * C) := by
    rw [universalStart, ← hc, hC, Matrix.sub_mul, Matrix.one_mul, Matrix.mul_smul,
      Matrix.smul_mul, Matrix.mul_assoc]
  -- expand the square; both cross terms equal `Cᵀ C`
  have h1 : Bᵀ * (A * C) = Cᵀ * C := by
    rw [hC, Matrix.transpose_mul, Matrix.transpose_transpose, Matrix.mul_assoc]
  have h2 : (A * C)ᵀ * B = Cᵀ * C := by
    rw [Matrix.transpose_mul, Matrix.mul_assoc, ← hC]
  have h : (B - c • (A * C))ᵀ * (B - c • (A * C))
      = Bᵀ * B - (2 * c) • (Cᵀ * C) + c ^ 2 • ((A * C)ᵀ * (A * C)) := by
    rw [Matrix.transpose_sub, Matrix.transpose_smul]
    simp only [Matrix.sub_mul, Matrix.mul_sub, Matrix.smul_mul, Matrix.mul_smul, h1, h2]
    module
  have hexp : frobSq (B - c • (A * C))
      = frobSq B - 2 * c * frobSq C + c ^ 2 * frobSq (A * C) := by
    simp only [frobSq_eq_trace, h, Matrix.trace_add, Matrix.trace_sub, Matrix.trace_smul,
      smul_eq_mul]
  -- `C` controls `B`, because `B` is recovered from `C` by the inverse transpose
  have hB : frobSq B ≤ frobSq A⁻¹ * frobSq C := by
    have hBC : B = (A⁻¹)ᵀ * C := by
      rw [hC, ← Matrix.mul_assoc, ← Matrix.transpose_mul, Matrix.mul_nonsing_inv A hA,
        Matrix.transpose_one, Matrix.one_mul]
    have ht : frobSq (A⁻¹)ᵀ = frobSq A⁻¹ := Finset.sum_comm
    calc frobSq B = frobSq ((A⁻¹)ᵀ * C) := congrArg frobSq hBC
      _ ≤ frobSq (A⁻¹)ᵀ * frobSq C := frobSq_mul_le _ _
      _ = frobSq A⁻¹ * frobSq C := by rw [ht]
  have h3 : c ^ 2 * frobSq (A * C) ≤ c * frobSq C := by
    calc c ^ 2 * frobSq (A * C) ≤ c ^ 2 * (frobSq A * frobSq C) :=
          mul_le_mul_of_nonneg_left (frobSq_mul_le A C) (sq_nonneg c)
      _ = c * frobSq C := by rw [hc]; field_simp
  have h4 : 1 / condSq A * frobSq B ≤ c * frobSq C := by
    calc 1 / condSq A * frobSq B ≤ 1 / condSq A * (frobSq A⁻¹ * frobSq C) :=
          mul_le_mul_of_nonneg_left hB (one_div_pos.2 hκ).le
      _ = c * frobSq C := by rw [hc, condSq]; field_simp
  rw [hR, hexp, sub_mul, one_mul]
  linarith

/-- For invertible `A` of nonzero dimension, the squared Frobenius norm of the residual after
`k` steps from the universal start is at most `(1 - 1 / condSq A) ^ (2 ^ k)` times the
dimension. -/
theorem residual_bound [Nonempty n] (A : Matrix n n ℝ) (hA : IsUnit A.det) (k : ℕ) :
    frobSq (1 - A * newtonSchulz A (universalStart A) k)
      ≤ (1 - 1 / condSq A) ^ (2 ^ k) * Fintype.card n := by
  have hcard : (1 : ℝ) ≤ Fintype.card n := Nat.one_le_cast.2 Fintype.card_pos
  have hκ : 1 ≤ condSq A := hcard.trans (card_le_condSq A hA)
  have hq : 0 ≤ 1 - 1 / condSq A :=
    sub_nonneg.2 ((div_le_one (zero_lt_one.trans_le hκ)).2 hκ)
  have hpow : ∀ m : ℕ, frobSq ((1 - A * universalStart A) ^ m)
      ≤ (1 - 1 / condSq A) ^ m * Fintype.card n := by
    intro m
    induction m with
    | zero => rw [pow_zero, pow_zero, frobSq_eq_trace]; simp
    | succ m ih =>
      rw [pow_succ', pow_succ', mul_assoc]
      exact (residual_contraction A _ hA).trans (mul_le_mul_of_nonneg_left ih hq)
  rw [residual_eq]
  exact hpow _

/-- For every invertible real matrix `A` of nonzero dimension, the Newton-Schulz iteration
from the universal start converges to the inverse of `A`. -/
theorem newtonSchulz_tendsto_inv [Nonempty n] (A : Matrix n n ℝ) (hA : IsUnit A.det) :
    Tendsto (newtonSchulz A (universalStart A)) atTop (𝓝 A⁻¹) := by
  have hcard : (1 : ℝ) ≤ Fintype.card n := Nat.one_le_cast.2 Fintype.card_pos
  have hκ : 1 ≤ condSq A := hcard.trans (card_le_condSq A hA)
  have hκ0 : 0 < condSq A := zero_lt_one.trans_le hκ
  have hq : 0 ≤ 1 - 1 / condSq A := sub_nonneg.2 ((div_le_one hκ0).2 hκ)
  have hq1 : 1 - 1 / condSq A < 1 := sub_lt_self _ (one_div_pos.2 hκ0)
  have hexp : Tendsto (fun k : ℕ => 2 ^ k) atTop (atTop : Filter ℕ) :=
    tendsto_atTop_mono (fun k => (Nat.lt_two_pow_self (n := k)).le) tendsto_id
  have hlim : Tendsto (fun k : ℕ => frobSq A⁻¹ *
      ((1 - 1 / condSq A) ^ (2 ^ k) * Fintype.card n)) atTop (𝓝 0) := by
    have h := (tendsto_pow_atTop_nhds_zero_of_lt_one hq hq1).comp hexp
    simpa using (h.mul_const (Fintype.card n : ℝ)).const_mul (frobSq A⁻¹)
  refine tendsto_pi_nhds.2 fun i => tendsto_pi_nhds.2 fun j => ?_
  -- each squared entry of the error is bounded by its squared Frobenius norm
  have hsq : Tendsto (fun k => (A⁻¹ i j - newtonSchulz A (universalStart A) k i j) ^ 2)
      atTop (𝓝 0) := by
    refine squeeze_zero (fun k => sq_nonneg _) (fun k => ?_) hlim
    obtain ⟨X, hX⟩ : ∃ X, X = newtonSchulz A (universalStart A) k := ⟨_, rfl⟩
    have herr : A⁻¹ - X = A⁻¹ * (1 - A * X) := by
      rw [Matrix.mul_sub, Matrix.mul_one, ← Matrix.mul_assoc,
        Matrix.nonsing_inv_mul A hA, Matrix.one_mul]
    have hentry : (A⁻¹ - X) i j ^ 2 ≤ frobSq (A⁻¹ - X) :=
      (Finset.single_le_sum (f := fun b => (A⁻¹ - X) i b ^ 2)
        (fun b _ => sq_nonneg _) (Finset.mem_univ j)).trans
      (Finset.single_le_sum (f := fun a => ∑ b, (A⁻¹ - X) a b ^ 2)
        (fun a _ => Finset.sum_nonneg fun b _ => sq_nonneg _) (Finset.mem_univ i))
    have hb := residual_bound A hA k
    rw [← hX] at hb ⊢
    rw [Matrix.sub_apply, herr] at hentry
    exact hentry.trans ((frobSq_mul_le _ _).trans (mul_le_mul_of_nonneg_left hb
      (Finset.sum_nonneg fun a _ => Finset.sum_nonneg fun b _ => sq_nonneg _)))
  have habs := hsq.sqrt
  simp only [Real.sqrt_sq_eq_abs, Real.sqrt_zero] at habs
  have hdiff := (tendsto_zero_iff_abs_tendsto_zero _).2 habs
  simpa using hdiff.const_sub (A⁻¹ i j)

/-- For invertible `A`, the iteration started from twice the inverse of `A` is zero after
the first step and at every later step. -/
theorem newtonSchulz_bad_start (A : Matrix n n ℝ) (hA : IsUnit A.det) (k : ℕ) :
    newtonSchulz A ((2 : ℝ) • A⁻¹) (k + 1) = 0 := by
  induction k with
  | zero =>
    have h : A * ((2 : ℝ) • A⁻¹) = 2 := by
      rw [Matrix.mul_smul, Matrix.mul_nonsing_inv A hA, two_smul, one_add_one_eq_two]
    change ((2 : ℝ) • A⁻¹) * (2 - A * ((2 : ℝ) • A⁻¹)) = 0
    rw [h, sub_self, Matrix.mul_zero]
  | succ k ih => rw [newtonSchulz, ih, Matrix.zero_mul]

end

end NewtonSchulzInverse
```

```lean
#print axioms NewtonSchulzInverse.newtonSchulz_tendsto_inv
-- 'NewtonSchulzInverse.newtonSchulz_tendsto_inv' depends on axioms: [propext, Classical.choice, Quot.sound]
#print axioms NewtonSchulzInverse.newtonSchulz_bad_start
-- 'NewtonSchulzInverse.newtonSchulz_bad_start' depends on axioms: [propext, Classical.choice, Quot.sound]
```

### How the lemmas fit together

`frobSq_eq_trace` rewrites the norm as a trace, and `frobSq_mul_le` is the product inequality, with Cauchy–Schwarz applied to each entry. `card_le_condSq` applies it to $AA^{-1}=1$ to get $N\le\kappa^2$.

In `residual_eq`, the local fact `step` is the one-step squaring identity. The tactic `noncomm_ring` checks it without assuming that the matrices commute, and induction doubles the exponent.

`residual_contraction` follows the derivation above with the same letters $B$, $C$ and $c$. The facts `h1` and `h2` identify the two cross terms, and `hexp` is the expanded square. Then `hB` bounds $B$ by $C$, `h3` bounds the last term of the expansion, and `h4` turns the bound on $B$ into the gain $\|B\|_F^2/\kappa^2$. What remains is a linear combination of these inequalities, which `linarith` finds.

`residual_bound` peels one factor $R$ at a time off the left of a power $R^m$, applies the contraction to what remains, and then sets $m=2^k$ through `residual_eq`.

For the limit, `newtonSchulz_tendsto_inv` bounds the square of each entry of $A^{-1}-X_k$ by the squared norm of the whole error. `squeeze_zero` traps it between zero and a bound that tends to zero, and a square root gives convergence of the entry itself. `newtonSchulz_bad_start` computes $A\cdot 2A^{-1}=2$, so the first step multiplies by zero, and the later iterates remain zero.

### A singular matrix

Let $A=\operatorname{diag}(1,0)$, which is nonzero but not invertible. Then $\|A\|_F^2=1$ and $X_0=A$, and one step gives $A(2-A^2)=A$. The iteration stands still, with the residual fixed at $\operatorname{diag}(0,1)$. Being nonzero is therefore not enough for the residual to vanish. As an overlap matrix, this $A$ would belong to a basis containing a zero function, which is not an admissible orbital. Two identical normalised orbitals, an exact linear dependence, give the singular matrix $S$ with all entries $1$, and there too the iteration stands still, at $X_0=S/4$.

### Two overlapping orbitals

Take two normalised orbitals with overlap $0.5$:

$$S=\begin{pmatrix}1&0.5\\0.5&1\end{pmatrix},\qquad \|S\|_F^2=2.5,\qquad X_0=\begin{pmatrix}0.4&0.2\\0.2&0.4\end{pmatrix}.$$

Each step forms $Y=SX$ and then $X(2-Y)$. The residual $1-Y$ is available from the first product, so its norm can decide when to stop.

The eigenvalues of $S$ are $1.5$ and $0.5$, so those of the initial residual are $1-2.25/2.5=0.1$ and $1-0.25/2.5=0.9$. The larger one controls the progress: after $k$ steps it has become $0.9^{2^k}$, which is about $0.034$ at $k=5$, $1.2\times10^{-3}$ at $k=6$, $1.4\times10^{-6}$ at $k=7$ and $1.9\times10^{-12}$ at $k=8$. The first few steps achieve little, and then the number of correct digits roughly doubles each time. For comparison, $\kappa^2\approx11.1$ here, so the proved bound on the squared residual norm is $2\times0.91^{2^k}$, which is far above the true value once the residual is small, but for a small tolerance it asks for only about one step more than is needed.
